# At flux π, a particle on a uniform four-site ring never reaches the site opposite its start

On a four-site ring with unit hopping, zero on-site energies and flux $\varphi$, the entry of $H^2$ between opposite sites has modulus $2|\cos(\varphi/2)|$. At $\varphi=\pi$ one finds $H^2=2$, and $e^{-iHt}$ has zero amplitude between opposite sites at every time $t$. I know the picture of two paths that interfere destructively, but a cancellation after two hops is not yet a statement about all times. Can someone derive the full claim, for any distribution of the phases over the bonds, and give a proof that a machine has checked?

## The amplitude at every flux and time

Yes. The amplitude between opposite sites has a closed form at every flux, and it vanishes for all $t$ exactly when $\cos(\varphi/2)=0$, that is, when $\varphi$ is an odd multiple of $\pi$.

Label the sites $j=0,1,2,3$, with addition modulo 4, and set $\hbar=1$. The hop from $j$ to $j+1$ has amplitude $H_{j+1,j}=e^{i\theta_j}$, and the reverse hop has the complex conjugate. All other entries of $H$ are zero. The Peierls phase $\theta_j$ stands for the line integral of the vector potential along the bond, times charge over $\hbar$. The flux is $\varphi=\theta_0+\theta_1+\theta_2+\theta_3$, so $\varphi=\pi$ is half a flux quantum $h/e$.

**Two hops.** Two paths lead from $j$ to $j+2$, one through $j+1$ and one through $j+3$:

$$(H^2)_{j+2,j}=e^{i(\theta_j+\theta_{j+1})}+e^{-i(\theta_{j+2}+\theta_{j+3})}.$$

With $\chi_j=(\theta_j+\theta_{j+1}-\theta_{j+2}-\theta_{j+3})/2$, the two exponents are $i(\chi_j+\varphi/2)$ and $i(\chi_j-\varphi/2)$. Hence

$$(H^2)_{j+2,j}=e^{i\chi_j}\,2\cos(\varphi/2),$$

which has the stated modulus. Two hops never end on a neighbour, and each site has two ways to hop out and back, so at $\varphi=\pi$ this gives $H^2=2$. Every power of $H$ is then a multiple of $1$ or of $H$, and neither has a non-zero entry between opposite sites, so the series for $e^{-iHt}$ gives zero there at every time. This short argument is by hand; the Lean file treats only the entry of $H^2$ between opposite sites and obtains the zero amplitude from the closed form derived below.

**Equal phases.** Let every bond carry the phase $a$. The normalised plane waves $v^{(k)}_j=\tfrac12 i^{jk}$, with $k=0,1,2,3$, satisfy

$$(Hv^{(k)})_j=e^{ia}v^{(k)}_{j-1}+e^{-ia}v^{(k)}_{j+1}=2\cos(a-\pi k/2)\,v^{(k)}_j.$$

The energies $E_k$ are therefore $2\cos a,\ 2\sin a,\ -2\cos a,\ -2\sin a$. Between opposite sites the plane waves contribute the sign $i^{2k}=(-1)^k$, so

$$(e^{-iHt})_{j+2,j}=\frac14\sum_{k=0}^{3}(-1)^k e^{-iE_kt}
=\frac{\cos(2t\cos a)-\cos(2t\sin a)}{2}.$$

**Arbitrary phases.** Put $a=\varphi/4$ and choose site phases $g_0=0$ and $g_{j+1}=g_j+\theta_j-a$. After one turn the change is $\varphi-4a=0$, so the choice is consistent. The diagonal matrix $G$ with entries $e^{ig_j}$ then gives $H=GH_aG^{-1}$, where $H_a$ is the ring with equal phases. Since $g_{j+2}-g_j=\theta_j+\theta_{j+1}-\varphi/2=\chi_j$,

$$(e^{-iHt})_{j+2,j}=e^{i\chi_j}\,\frac{\cos(2t\cos(\varphi/4))-\cos(2t\sin(\varphi/4))}{2}.$$

**When it vanishes.** We have $\cos(\varphi/2)=\cos^2(\varphi/4)-\sin^2(\varphi/4)$. If this is zero, then $\cos(\varphi/4)=\pm\sin(\varphi/4)$, and the two terms cancel at every $t$. Conversely, suppose that the amplitude vanishes at all times, and take $t=1$. Then $\cos(2|\cos(\varphi/4)|)=\cos(2|\sin(\varphi/4)|)$. Both arguments lie in $[0,2]$, which is inside $[0,\pi]$, where the cosine is injective. So $|\cos(\varphi/4)|=|\sin(\varphi/4)|$, and $\cos(\varphi/2)=0$.

## Numbers for flux 2π/3 and flux π

Put the whole flux on one bond: $\theta_0=2\pi/3$ and $\theta_1=\theta_2=\theta_3=0$. Then

$$(H^2)_{2,0}=e^{2\pi i/3}+1=e^{i\pi/3},$$

with modulus $1=2\cos(\pi/3)$. Since $\varphi/4=\pi/6$, the amplitude from site 0 to site 2 is $e^{i\pi/3}[\cos(\sqrt3\,t)-\cos t]/2$. At $t=\pi$ its modulus is $(0.666+1)/2\approx0.833$, a probability of about $0.69$.

Now raise $\theta_0$ to $\pi$. The two paths give $-1+1=0$, and the time-dependent factor becomes $[\cos(\sqrt2\,t)-\cos(\sqrt2\,t)]/2=0$.

## What the Lean theorems say about the ring

Sites are elements of `Fin 4`, whose addition wraps around, so `j + 2` is the site opposite `j`. The function `θ` assigns a real phase to each bond, `phase x` is $e^{ix}$, and `ringH θ` is the explicit $4\times4$ matrix $H$. It is proved Hermitian for all phases in `ringH_isHermitian`. The hopping enters with a plus sign and all on-site energies are zero.

`propagator θ t` is the matrix exponential of $-iHt$. In `propagator θ t (j + 2) j`, the first index is the site of arrival and the second is the starting site.

- `norm_sq_opposite` states that the entry of $H^2$ has modulus $2|\cos(\varphi/2)|$.
- `propagator_opposite` is the closed form for the amplitude, including its gauge phase.
- `cage_iff` states, for each starting site, that the amplitude vanishes at all real times if and only if $\cos(\varphi/2)=0$.
- `cage_at_pi` is the case in which `flux θ` equals $\pi$.

The model is a single particle on one isolated ring, with equal hopping strengths and no disorder, interactions or environment. The word "cage" in the theorem names is borrowed from Aharonov-Bohm caging on extended lattices, where interference confines a particle to a finite cluster; the theorems here do not prove that confinement. On this ring the particle still moves to the neighbouring sites, and only the opposite site stays dark. For this non-interacting four-site model, the closed form gives a reference value against which a tight-binding code with Peierls phases and time propagation can be compared.

```lean
import Mathlib

open Matrix

namespace AharonovBohmSquare

noncomputable section

/-- The phase factor `exp(i x)`. -/
def phase (x : ℝ) : ℂ := Complex.exp (x * Complex.I)

/-- The hopping Hamiltonian of the four-site ring: the hop from site `j` to site `j + 1`
carries the phase `θ j`, the reverse hop the opposite phase. -/
def ringH (θ : Fin 4 → ℝ) : Matrix (Fin 4) (Fin 4) ℂ :=
  !![0, phase (-θ 0), 0, phase (θ 3);
     phase (θ 0), 0, phase (-θ 1), 0;
     0, phase (θ 1), 0, phase (-θ 2);
     phase (-θ 3), 0, phase (θ 2), 0]

/-- The flux through the ring, as the sum of the four bond phases. -/
def flux (θ : Fin 4 → ℝ) : ℝ := θ 0 + θ 1 + θ 2 + θ 3

/-- The time evolution operator `exp(-iHt)` of the ring. -/
def propagator (θ : Fin 4 → ℝ) (t : ℝ) : Matrix (Fin 4) (Fin 4) ℂ :=
  NormedSpace.exp ((-(Complex.I * t)) • ringH θ)

/-- The site phases that spread the flux evenly over the four bonds. -/
def gauge (θ : Fin 4 → ℝ) : Fin 4 → ℝ :=
  ![0, θ 0 - flux θ / 4, θ 0 + θ 1 - 2 * (flux θ / 4), θ 0 + θ 1 + θ 2 - 3 * (flux θ / 4)]

/-- The four plane waves on the ring, as columns. -/
def fourier : Matrix (Fin 4) (Fin 4) ℂ :=
  !![1, 1, 1, 1; 1, Complex.I, -1, -Complex.I; 1, -1, 1, -1; 1, -Complex.I, -1, Complex.I]

/-- The conjugate plane waves, as rows, divided by the number of sites. -/
def fourierInv : Matrix (Fin 4) (Fin 4) ℂ :=
  !![1/4, 1/4, 1/4, 1/4; 1/4, -Complex.I/4, -1/4, Complex.I/4;
     1/4, -1/4, 1/4, -1/4; 1/4, Complex.I/4, -1/4, -Complex.I/4]

/-- Phases add when phase factors are multiplied. -/
theorem phase_add (x y : ℝ) : phase (x + y) = phase x * phase y := by
  unfold phase
  rw [← Complex.exp_add]
  congr 1
  push_cast
  ring

/-- Euler's formula for the phase factor. -/
theorem phase_eq (x : ℝ) :
    phase x = ((Real.cos x : ℝ) : ℂ) + ((Real.sin x : ℝ) : ℂ) * Complex.I := by
  rw [phase, Complex.exp_mul_I, Complex.ofReal_cos, Complex.ofReal_sin]

/-- The ring Hamiltonian is Hermitian for all bond phases. -/
theorem ringH_isHermitian (θ : Fin 4 → ℝ) : (ringH θ).IsHermitian := by
  have hs (x : ℝ) : (starRingEnd ℂ) (phase x) = phase (-x) := by
    unfold phase
    rw [← Complex.exp_conj]
    simp
  ext i j
  fin_cases i <;> fin_cases j <;> simp [ringH, hs]

/-- A change of basis `V` with inverse `W` that turns `A` into `B` also turns the
exponential of `s A` into that of `s B`. -/
theorem exp_of_intertwine (s : ℂ) {A B V W : Matrix (Fin 4) (Fin 4) ℂ}
    (h : A * V = V * B) (hV : V * W = 1) :
    NormedSpace.exp (s • A) = V * NormedSpace.exp (s • B) * W := by
  have hW : V⁻¹ = W := Matrix.inv_eq_right_inv hV
  have hu : IsUnit V := ⟨⟨V, W, hV, mul_eq_one_comm.mp hV⟩, rfl⟩
  have hA : s • A = V * (s • B) * V⁻¹ := by
    rw [hW, Matrix.mul_smul, ← h, Matrix.smul_mul, Matrix.mul_assoc, hV, Matrix.mul_one]
  rw [hA, Matrix.exp_conj _ _ hu, hW]

/-- With the same phase `a` on every bond, the amplitude between opposite sites at time `t`
is half the difference of `cos(2t cos a)` and `cos(2t sin a)`. -/
theorem uniform_amplitude (a t : ℝ) (j : Fin 4) :
    propagator (fun _ => a) t (j + 2) j =
      (((Real.cos (2 * t * Real.cos a) - Real.cos (2 * t * Real.sin a)) / 2 : ℝ) : ℂ) := by
  -- plane waves diagonalise the ring
  have hF : ringH (fun _ => a) * fourier = fourier * diagonal
      ![2 * ((Real.cos a : ℝ) : ℂ), 2 * ((Real.sin a : ℝ) : ℂ),
        -(2 * ((Real.cos a : ℝ) : ℂ)), -(2 * ((Real.sin a : ℝ) : ℂ))] := by
    simp only [ringH, phase_eq, Real.cos_neg, Real.sin_neg, Complex.ofReal_neg]
    generalize ((Real.cos a : ℝ) : ℂ) = c
    generalize ((Real.sin a : ℝ) : ℂ) = s
    ext i k
    rw [Matrix.mul_diagonal, Matrix.mul_apply, Fin.sum_univ_four]
    fin_cases i <;> fin_cases k <;> simp [fourier] <;> ring_nf <;>
      simp only [Complex.I_sq] <;> ring
  have hinv : fourier * fourierInv = 1 := by
    ext i k
    rw [Matrix.mul_apply, Fin.sum_univ_four]
    fin_cases i <;> fin_cases k <;> simp [fourier, fourierInv] <;> ring_nf <;>
      simp only [Complex.I_sq] <;> ring
  have hentry (e : Fin 4 → ℂ) :
      (fourier * diagonal e * fourierInv) (j + 2) j = (e 0 - e 1 + e 2 - e 3) / 4 := by
    rw [Matrix.mul_apply]
    simp only [Matrix.mul_diagonal, Fin.sum_univ_four]
    fin_cases j <;> simp [fourier, fourierInv] <;> ring_nf <;>
      simp only [Complex.I_sq] <;> ring
  have hexp (v : Fin 4 → ℂ) : NormedSpace.exp v = fun k => Complex.exp (v k) := by
    funext k
    rw [Complex.exp_eq_exp_ℂ]
    simp
  -- energies of opposite sign combine to a cosine
  have he (x : ℝ) : Complex.exp (-(Complex.I * t) * (2 * (x : ℂ))) +
      Complex.exp (-(Complex.I * t) * (-(2 * (x : ℂ)))) =
        2 * ((Real.cos (2 * t * x) : ℝ) : ℂ) := by
    rw [Complex.ofReal_cos, Complex.two_cos, add_comm]
    congr 2 <;> (push_cast; ring)
  have h1 := he (Real.cos a)
  have h2 := he (Real.sin a)
  rw [propagator, exp_of_intertwine _ hF hinv, ← Matrix.diagonal_smul,
    Matrix.exp_diagonal, hexp, hentry]
  change (Complex.exp (-(Complex.I * t) * (2 * ((Real.cos a : ℝ) : ℂ))) -
    Complex.exp (-(Complex.I * t) * (2 * ((Real.sin a : ℝ) : ℂ))) +
    Complex.exp (-(Complex.I * t) * (-(2 * ((Real.cos a : ℝ) : ℂ)))) -
    Complex.exp (-(Complex.I * t) * (-(2 * ((Real.sin a : ℝ) : ℂ))))) / 4 = _
  simp only [Complex.ofReal_div, Complex.ofReal_sub, Complex.ofReal_ofNat]
  linear_combination (h1 - h2) / 4

/-- The entry of `H²` between opposite sites has modulus `2 |cos(φ/2)|`, where `φ` is the
flux through the ring. -/
theorem norm_sq_opposite (θ : Fin 4 → ℝ) (j : Fin 4) :
    ‖(ringH θ ^ 2) (j + 2) j‖ = 2 * |Real.cos (flux θ / 2)| := by
  -- the two paths around the ring interfere
  have hpaths : (ringH θ ^ 2) (j + 2) j = phase (θ j) * phase (θ (j + 1)) +
      phase (-θ (j + 2)) * phase (-θ (j + 3)) := by
    rw [pow_two, Matrix.mul_apply, Fin.sum_univ_four]
    fin_cases j <;> simp [ringH] <;> ring
  have hflux : flux θ = θ j + θ (j + 1) + θ (j + 2) + θ (j + 3) := by
    fin_cases j <;> simp [flux] <;> ring
  have hfac : (ringH θ ^ 2) (j + 2) j =
      phase ((θ j + θ (j + 1) - θ (j + 2) - θ (j + 3)) / 2) *
        (phase (flux θ / 2) + phase (-(flux θ / 2))) := by
    rw [hpaths, mul_add, ← phase_add, ← phase_add, ← phase_add, ← phase_add, hflux]
    congr 2 <;> ring
  have hcos : phase (flux θ / 2) + phase (-(flux θ / 2)) =
      ((2 * Real.cos (flux θ / 2) : ℝ) : ℂ) := by
    simp only [phase_eq, Real.cos_neg, Real.sin_neg, Complex.ofReal_neg,
      Complex.ofReal_mul, Complex.ofReal_ofNat]
    ring
  rw [hfac, hcos, norm_mul, phase, Complex.norm_exp_ofReal_mul_I, one_mul,
    Complex.norm_real, Real.norm_eq_abs, abs_mul, abs_two]

/-- The exact amplitude of `exp(-iHt)` between opposite sites, for any bond phases with
flux `φ`: a phase factor times half the difference of `cos(2t cos(φ/4))` and
`cos(2t sin(φ/4))`. -/
theorem propagator_opposite (θ : Fin 4 → ℝ) (t : ℝ) (j : Fin 4) :
    propagator θ t (j + 2) j =
      phase ((θ j + θ (j + 1) - θ (j + 2) - θ (j + 3)) / 2) *
      (((Real.cos (2 * t * Real.cos (flux θ / 4)) -
        Real.cos (2 * t * Real.sin (flux θ / 4))) / 2 : ℝ) : ℂ) := by
  -- a gauge transformation makes all bond phases equal
  have hG : ringH θ * diagonal (fun k => phase (gauge θ k)) =
      diagonal (fun k => phase (gauge θ k)) * ringH (fun _ => flux θ / 4) := by
    ext i k
    rw [Matrix.mul_diagonal, Matrix.diagonal_mul]
    fin_cases i <;> fin_cases k <;> simp [ringH, gauge, flux, ← phase_add] <;>
      exact congrArg phase (by ring)
  have hinv : diagonal (fun k => phase (gauge θ k)) *
      diagonal (fun k => phase (-gauge θ k)) = 1 := by
    rw [Matrix.diagonal_mul_diagonal, ← Matrix.diagonal_one]
    congr 1
    funext k
    rw [← phase_add, add_neg_cancel]
    simp [phase]
  have hp : phase (gauge θ (j + 2)) * phase (-gauge θ j) =
      phase ((θ j + θ (j + 1) - θ (j + 2) - θ (j + 3)) / 2) := by
    rw [← phase_add]
    congr 1
    fin_cases j <;> simp [gauge, flux] <;> ring
  have hu := uniform_amplitude (flux θ / 4) t j
  rw [propagator] at hu
  rw [propagator, exp_of_intertwine _ hG hinv, Matrix.mul_diagonal, Matrix.diagonal_mul,
    hu, ← hp]
  ring

/-- The amplitude between opposite sites vanishes at all times if and only if
`cos(φ/2) = 0`, where `φ` is the flux through the ring. -/
theorem cage_iff (θ : Fin 4 → ℝ) (j : Fin 4) :
    (∀ t : ℝ, propagator θ t (j + 2) j = 0) ↔ Real.cos (flux θ / 2) = 0 := by
  have hdouble : Real.cos (flux θ / 2) =
      Real.cos (flux θ / 4) ^ 2 - Real.sin (flux θ / 4) ^ 2 := by
    rw [show flux θ / 2 = 2 * (flux θ / 4) by ring, Real.cos_two_mul]
    linarith [Real.sin_sq_add_cos_sq (flux θ / 4)]
  constructor
  · intro h
    -- time 1 suffices, since the cosine is injective on [0, π]
    have h1 := h 1
    rw [propagator_opposite] at h1
    have h2 := (mul_eq_zero.mp h1).resolve_left (Complex.exp_ne_zero _)
    have h3 := Complex.ofReal_eq_zero.mp h2
    have h4 : Real.cos (2 * |Real.cos (flux θ / 4)|) =
        Real.cos (2 * |Real.sin (flux θ / 4)|) := by
      rw [← abs_two, ← abs_mul, ← abs_mul, Real.cos_abs, Real.cos_abs]
      rw [mul_one] at h3
      linarith
    have hc := Real.abs_cos_le_one (flux θ / 4)
    have hs := Real.abs_sin_le_one (flux θ / 4)
    have hpi := Real.pi_gt_three
    have h5 := Real.injOn_cos
      ⟨by positivity, by linarith⟩ ⟨by positivity, by linarith⟩ h4
    have h6 : |Real.cos (flux θ / 4)| = |Real.sin (flux θ / 4)| := by linarith
    rw [hdouble, ← sq_abs (Real.cos _), ← sq_abs (Real.sin _), h6, sub_self]
  · intro h t
    rw [hdouble] at h
    rw [propagator_opposite]
    rcases eq_or_eq_neg_of_sq_eq_sq _ _ (sub_eq_zero.mp h) with h | h
    · rw [h]
      simp
    · rw [h, mul_neg, Real.cos_neg]
      simp

/-- At flux `π` the amplitude of `exp(-iHt)` between opposite sites of the ring is zero at all
times. -/
theorem cage_at_pi (θ : Fin 4 → ℝ) (hθ : flux θ = Real.pi) (j : Fin 4) (t : ℝ) :
    propagator θ t (j + 2) j = 0 :=
  (cage_iff θ j).mpr (by rw [hθ, Real.cos_pi_div_two]) t

end

end AharonovBohmSquare
```

```lean
#print axioms AharonovBohmSquare.ringH_isHermitian
#print axioms AharonovBohmSquare.norm_sq_opposite
#print axioms AharonovBohmSquare.cage_at_pi
```

```
'AharonovBohmSquare.ringH_isHermitian' depends on axioms: [propext, Classical.choice, Quot.sound]
'AharonovBohmSquare.norm_sq_opposite' depends on axioms: [propext, Classical.choice, Quot.sound]
'AharonovBohmSquare.cage_at_pi' depends on axioms: [propext, Classical.choice, Quot.sound]
```

## From plane waves to the cage in Lean

`exp_of_intertwine` carries the change of basis: if $AV=VB$ and $VW=1$, then $e^{sA}=Ve^{sB}W$. It rewrites $sA$ as a conjugate of $sB$ and applies Mathlib's `Matrix.exp_conj`. The lemma is used twice, once for the plane waves and once for the gauge transformation.

`uniform_amplitude` treats equal phases. The matrix `fourier` has the unnormalised plane waves $i^{jk}$ as columns, each of length 2, and `fourierInv` therefore carries the factor $1/4$. The step `hF` is the eigenvalue equation, checked entry by entry with `fin_cases` after Euler's formula `phase_eq` has turned the phases into cosines and sines. The step `hentry` produces the alternating signs $(-1)^k$, and `he` combines each pair of energies $\pm E$ into a cosine. The final `linear_combination` subtracts one pair from the other.

`norm_sq_opposite` follows the two-path calculation. `hpaths` lists the two products of hops, `hfac` takes out $e^{i\chi_j}$ using `phase_add`, and `hcos` adds the remaining conjugate phases to $2\cos(\varphi/2)$. The prefactor has modulus one.

In `propagator_opposite`, the function `gauge` contains the site phases $g_j$. The step `hG` is the relation $HG=GH_a$, and `hp` identifies $e^{i(g_{j+2}-g_j)}$ with $e^{i\chi_j}$. The result for equal phases then supplies the rest.

`cage_iff` begins with the double-angle formula `hdouble`. In the forward direction it sets $t=1$, removes the non-zero gauge phase, and passes to absolute values so that `Real.injOn_cos` applies; the bound $\pi>3$ places both arguments in the required interval. In the other direction, `rcases` splits $\cos(\varphi/4)=\pm\sin(\varphi/4)$ into two cases, and the evenness of the cosine settles the negative one. Finally, `cage_at_pi` inserts $\cos(\pi/2)=0$.
